# One cosine–sine unitary makes a Hermitian plane-wave matrix real symmetric exactly when H(−G,−K) = conj H(G,K)

A Hermitian plane-wave Hamiltonian at the Γ point that maps real functions to real functions becomes a real symmetric matrix in an orthonormal basis of real functions. The basis chosen here treats G and −G alike. Each wavevector K gets the function cos(K·r) − sin(K·r), so its partner −K gets cos(K·r) + sin(K·r). The inner product is the average over the unit cell, so that each plane wave exp(iG·r) has norm one. No half of reciprocal space has to be singled out, and G = 0 follows the same rule as every other vector. The set of wavevectors is finite and contains −G whenever it contains G.

## Conjugation symmetry at the Γ point

Write H(G,K) for the matrix element of a one-particle Hamiltonian between the plane waves exp(iG·r) and exp(iK·r). Complex conjugation in position space exchanges exp(iG·r) and exp(−iG·r). A Hamiltonian that maps real functions to real functions therefore satisfies

H(−G,−K) = conj H(G,K) for all G, K.

This is the time-reversal condition for a particle without spin. A real local potential has it, and so does the kinetic energy at Γ, where it is an even function of G. A magnetic field in general breaks it.

In electronic-structure calculations at Γ, the result lets the eigenvalue problem of a one-particle Hamiltonian on a finite plane-wave set be solved as a real symmetric one when this symmetry holds.

## The unitary and its columns

Set a = (1+i)/2 and b = (1−i)/2. The matrix U has the entries

U(G,K) = a δ(G,K) + b δ(G,−K),

with row G and column K. With θ = K·r, column K represents the function

a exp(iθ) + b exp(−iθ) = (a+b) cos θ + i(a−b) sin θ = cos θ − sin θ,

because a + b = 1 and a − b = i. For K = 0 the two terms fall on the same plane wave, and the column is the constant function 1.

For K ≠ −K, the pair √2 cos θ and √2 sin θ can be used instead. It is obtained from the present pair by a real orthogonal transformation, so both choices give real matrices for the same H.

## The statement in words

In the Lean code, `S` is a finite type of labels and `σ : S → S` is the map G ↦ −G; the letter has nothing to do with spin. The hypothesis `Function.Involutive σ` says that negating twice gives back the original label. Self-paired labels are allowed, in any number. The matrix U is `realBasis σ`, and the superscript in `(realBasis σ)ᴴ` is the conjugate transpose, not the Hamiltonian.

The main theorem, `real_symmetric_iff`, says two things:

- U is unitary.
- For every Hermitian H, the matrix U†HU is real symmetric if and only if H(−G,−K) = conj H(G,K) for all G and K.

U depends on σ alone, so the same matrix serves every H. "Real symmetric" is expressed by a matrix `R` with real entries that is symmetric and becomes U†HU when its entries are read as complex numbers.

The last theorem, `planeWaveHamiltonian_real_symmetric`, applies this to a kinetic energy plus a local potential. There `g` assigns a wavevector to each label, `t` is the kinetic energy as a function of the wavevector, and `V` gives the Fourier components of the potential. Wavevectors live in an arbitrary commutative group `L`, which in practice is the reciprocal lattice. The condition V(−q) = conj V(q) stands for a potential that is real in position space, and evenness of `t` stands for the kinetic energy at Γ.

The last theorem does not cover other terms, such as a nonlocal pseudopotential or an exchange operator. For these, Hermiticity and the conjugation symmetry need their own argument, after which the general theorem applies.

## Four matrix elements make one

Let M = U†HU. Column K of U has the coefficient a at K and b at −K. Since conj a = b and conj b = a, the conjugated column G has b at G and a at −G. Hence

M(G,K) = ba H(G,K) + b² H(G,−K) + a² H(−G,K) + ab H(−G,−K).

With ab = 1/2, a² = i/2 and b² = −i/2 this becomes

M(G,K) = ½ [H(G,K) + H(−G,−K)] + (i/2) [H(−G,K) − H(G,−K)].

For self-paired labels the coefficients simply add, and the formula still holds.

**Unitarity.** Put H = 1. Negation is one-to-one, so δ(−G,−K) = δ(G,K). Negating twice does nothing, so δ(−G,K) = δ(G,−K). The second bracket vanishes, and U†U = 1.

## When the new matrix is real

The imaginary part of the formula is

2 Im M(G,K) = Im H(G,K) + Im H(−G,−K) + Re H(−G,K) − Re H(G,−K).

Suppose that every entry of M is real. The right-hand side then vanishes at (G,K) and also at (−G,−K), where the two real parts appear with opposite signs. Adding the two equations gives

Im H(−G,−K) = −Im H(G,K).

At (G,−K) and (−G,K) the equations read

Im H(G,−K) + Im H(−G,K) + Re H(−G,−K) − Re H(G,K) = 0,
Im H(−G,K) + Im H(G,−K) + Re H(G,K) − Re H(−G,−K) = 0.

Subtracting them gives

Re H(−G,−K) = Re H(G,K).

Together the two results say H(−G,−K) = conj H(G,K).

Conversely, assume the symmetry. The two imaginary parts in 2 Im M(G,K) cancel. The symmetry at (−G,K) reads H(G,−K) = conj H(−G,K), so the two real parts cancel as well, and M is real.

Hermiticity has not been used so far. If H is Hermitian, then M† = U†H†U = M, and a real matrix equal to its conjugate transpose is symmetric.

Under the symmetry the entries of M also simplify. The first bracket is 2 Re H(G,K), and the second is H(−G,K) − conj H(−G,K) = 2i Im H(−G,K). Therefore

M(G,K) = Re H(G,K) − Im H(−G,K).

## Kinetic energy plus a real local potential

Here the matrix is

H(G,K) = t(G) δ(G,K) + V(G−K).

It is Hermitian because t is real and conj V(K−G) = V(G−K). It has the conjugation symmetry because t(−G) = t(G) and

V(−G+K) = V(−(G−K)) = conj V(G−K).

So U†HU is real symmetric.

## The Lean code

```lean
import Mathlib

open Matrix ComplexConjugate

namespace GammaPointRealBasis

variable {S : Type*} [Fintype S] [DecidableEq S]

/-- The change of basis whose column `K` is `(1 + i)/2` times the plane wave `K` plus
`(1 - i)/2` times its partner `σ K`, where `σ` stands for `G ↦ -G`. -/
noncomputable def realBasis (σ : S → S) : Matrix S S ℂ :=
  Matrix.of fun G K =>
    (if G = K then (1 + Complex.I) / 2 else 0) + (if G = σ K then (1 - Complex.I) / 2 else 0)

/-- If the phase `θ` (that is, `G · r`) changes sign under `σ`, then column `K` of the basis,
summed over plane waves, is the real function `cos θ - sin θ` at `K`. -/
theorem realBasis_planeWave (σ : S → S) (θ : S → ℝ) (hθ : ∀ G, θ (σ G) = -θ G) (K : S) :
    ∑ G, realBasis σ G K * Complex.exp (θ G * Complex.I)
      = Complex.cos (θ K) - Complex.sin (θ K) := by
  simp only [realBasis, Matrix.of_apply, add_mul, ite_mul, zero_mul, Finset.sum_add_distrib,
    Finset.sum_ite_eq', Finset.mem_univ, if_true]
  rw [hθ, Complex.exp_mul_I, Complex.exp_mul_I, Complex.ofReal_neg, Complex.cos_neg,
    Complex.sin_neg]
  linear_combination Complex.sin (θ K) * Complex.I_sq

/-- Multiplying by the basis from the right mixes the columns `K` and `σ K`. -/
theorem mul_realBasis_apply (σ : S → S) (A : Matrix S S ℂ) (G K : S) :
    (A * realBasis σ) G K
      = (1 + Complex.I) / 2 * A G K + (1 - Complex.I) / 2 * A G (σ K) := by
  simp only [Matrix.mul_apply, realBasis, Matrix.of_apply, mul_add, mul_ite, mul_zero,
    Finset.sum_add_distrib, Finset.sum_ite_eq', Finset.mem_univ, if_true]
  ring

/-- Each matrix element in the new basis is a combination of four plane-wave matrix elements. -/
theorem transform_apply (σ : S → S) (H : Matrix S S ℂ) (G K : S) :
    ((realBasis σ)ᴴ * H * realBasis σ) G K
      = (H G K + H (σ G) (σ K)) / 2 + Complex.I * (H (σ G) K - H G (σ K)) / 2 := by
  have ha : star ((1 + Complex.I) / 2) = (1 - Complex.I) / 2 := by
    apply Complex.ext <;> norm_num
  have hb : star ((1 - Complex.I) / 2) = (1 + Complex.I) / 2 := by
    apply Complex.ext <;> norm_num
  -- the left factor acts on rows with conjugated coefficients
  have left : ∀ L, ((realBasis σ)ᴴ * H) G L
      = (1 - Complex.I) / 2 * H G L + (1 + Complex.I) / 2 * H (σ G) L := by
    intro L
    have h : (realBasis σ)ᴴ * H = (Hᴴ * realBasis σ)ᴴ := by
      rw [Matrix.conjTranspose_mul, Matrix.conjTranspose_conjTranspose]
    rw [h, Matrix.conjTranspose_apply, mul_realBasis_apply, star_add, star_mul', star_mul',
      ha, hb, Matrix.conjTranspose_apply, Matrix.conjTranspose_apply, star_star, star_star]
  rw [mul_realBasis_apply, left, left]
  linear_combination
    (-(H G K) / 4 - H (σ G) (σ K) / 4 + H (σ G) K / 4 + H G (σ K) / 4) * Complex.I_sq

/-- If `σ` is an involution, the change of basis is unitary. -/
theorem realBasis_unitary {σ : S → S} (hσ : Function.Involutive σ) :
    realBasis σ ∈ Matrix.unitaryGroup S ℂ := by
  rw [Matrix.mem_unitaryGroup_iff', Matrix.star_eq_conjTranspose]
  refine Matrix.ext fun G K => ?_
  have h : (realBasis σ)ᴴ * realBasis σ = (realBasis σ)ᴴ * 1 * realBasis σ := by
    rw [Matrix.mul_one]
  have e1 : (1 : Matrix S S ℂ) (σ G) (σ K) = (1 : Matrix S S ℂ) G K := by
    rw [Matrix.one_apply, Matrix.one_apply]
    exact if_congr hσ.injective.eq_iff rfl rfl
  have e2 : (1 : Matrix S S ℂ) (σ G) K = (1 : Matrix S S ℂ) G (σ K) := by
    rw [Matrix.one_apply, Matrix.one_apply]
    exact if_congr hσ.eq_iff rfl rfl
  rw [h, transform_apply, e1, e2]
  ring

/-- For an involution `σ` and any matrix `H`, Hermitian or not, all matrix elements in the new basis
are real exactly when `H (σ G) (σ K)` is the complex conjugate of `H G K` for all `G`, `K`. -/
theorem transform_real_iff {σ : S → S} (hσ : Function.Involutive σ) (H : Matrix S S ℂ) :
    (∀ G K, (((realBasis σ)ᴴ * H * realBasis σ) G K).im = 0)
      ↔ ∀ G K, H (σ G) (σ K) = conj (H G K) := by
  have key : ∀ G K, (((realBasis σ)ᴴ * H * realBasis σ) G K).im
      = ((H G K).im + (H (σ G) (σ K)).im + (H (σ G) K).re - (H G (σ K)).re) / 2 := by
    intro G K
    rw [transform_apply]
    simp only [Complex.add_im, Complex.div_ofNat_im, Complex.mul_im, Complex.sub_re,
      Complex.sub_im, Complex.I_re, Complex.I_im]
    ring
  simp only [key]
  constructor
  · intro h G K
    -- the equations at the four sign choices of (G, K) determine both parts
    have h1 := h G K
    have h2 := h (σ G) (σ K)
    have h3 := h G (σ K)
    have h4 := h (σ G) K
    rw [hσ G, hσ K] at h2
    rw [hσ K] at h3
    rw [hσ G] at h4
    apply Complex.ext
    · rw [Complex.conj_re]; linarith
    · rw [Complex.conj_im]; linarith
  · intro h G K
    have h1 := congrArg Complex.im (h G K)
    have h2 := congrArg Complex.re (h (σ G) K)
    rw [Complex.conj_im] at h1
    rw [hσ G, Complex.conj_re] at h2
    linarith

/-- For an involution `σ`, the basis change is one unitary that serves all Hermitian `H`: the
transformed matrix is real symmetric exactly when `H (σ G) (σ K)` is the conjugate of `H G K` for
all `G`, `K`. -/
theorem real_symmetric_iff {σ : S → S} (hσ : Function.Involutive σ) :
    realBasis σ ∈ Matrix.unitaryGroup S ℂ ∧
    ∀ H : Matrix S S ℂ, H.IsHermitian →
      ((∃ R : Matrix S S ℝ, R.IsSymm ∧
          (realBasis σ)ᴴ * H * realBasis σ = R.map Complex.ofReal)
        ↔ ∀ G K, H (σ G) (σ K) = conj (H G K)) := by
  refine ⟨realBasis_unitary hσ, fun H hH => ⟨?_, fun h => ?_⟩⟩
  · rintro ⟨R, _, hR⟩
    refine (transform_real_iff hσ H).1 fun G K => ?_
    rw [hR, Matrix.map_apply, Complex.ofReal_im]
  · have hreal := (transform_real_iff hσ H).2 h
    -- a Hermitian matrix stays Hermitian, so its real part is symmetric
    have hM : ((realBasis σ)ᴴ * H * realBasis σ)ᴴ = (realBasis σ)ᴴ * H * realBasis σ := by
      rw [Matrix.conjTranspose_mul, Matrix.conjTranspose_mul,
        Matrix.conjTranspose_conjTranspose, hH.eq, Matrix.mul_assoc]
    refine ⟨((realBasis σ)ᴴ * H * realBasis σ).map Complex.re, ?_, ?_⟩
    · refine Matrix.ext fun G K => ?_
      have hGK := congrFun (congrFun hM G) K
      exact (Complex.conj_re _).symm.trans (congrArg Complex.re hGK)
    · exact Matrix.ext fun G K => Complex.ext rfl (hreal G K)

/-- For an involution `σ` and `H` with `H (σ G) (σ K)` conjugate to `H G K` for all `G`, `K`, the
new matrix element is `Re (H G K) - Im (H (σ G) K)`. -/
theorem transform_eq_re_sub_im {σ : S → S} (hσ : Function.Involutive σ) {H : Matrix S S ℂ}
    (h : ∀ G K, H (σ G) (σ K) = conj (H G K)) (G K : S) :
    ((realBasis σ)ᴴ * H * realBasis σ) G K
      = (((H G K).re - (H (σ G) K).im : ℝ) : ℂ) := by
  have h2 := h (σ G) K
  rw [hσ G] at h2
  rw [transform_apply, h G K, h2]
  apply Complex.ext <;>
    simp only [Complex.add_re, Complex.add_im, Complex.div_ofNat_re, Complex.div_ofNat_im,
      Complex.mul_re, Complex.mul_im, Complex.sub_re, Complex.sub_im, Complex.I_re,
      Complex.I_im, Complex.conj_re, Complex.conj_im, Complex.ofReal_re, Complex.ofReal_im] <;>
    ring

/-- The plane-wave Hamiltonian with kinetic energy `t` on the diagonal and Fourier components
`V (G - K)` of a local potential; `g` assigns to each label its wavevector. -/
noncomputable def planeWaveHamiltonian {L : Type*} [AddCommGroup L] (g : S → L) (t : L → ℝ)
    (V : L → ℂ) : Matrix S S ℂ :=
  Matrix.of fun G K => (if G = K then (t (g G) : ℂ) else 0) + V (g G - g K)

/-- Let the involution `σ` reverse wavevectors, the kinetic energy be even, and the potential
obey `V (-q) = conj (V q)`. Then the plane-wave Hamiltonian is real symmetric in the new basis. -/
theorem planeWaveHamiltonian_real_symmetric {L : Type*} [AddCommGroup L] {σ : S → S}
    (hσ : Function.Involutive σ) {g : S → L} (hg : ∀ G, g (σ G) = -g G)
    {t : L → ℝ} (ht : ∀ q, t (-q) = t q) {V : L → ℂ} (hV : ∀ q, V (-q) = conj (V q)) :
    ∃ R : Matrix S S ℝ, R.IsSymm ∧
      (realBasis σ)ᴴ * planeWaveHamiltonian g t V * realBasis σ = R.map Complex.ofReal := by
  have hherm : (planeWaveHamiltonian g t V).IsHermitian := by
    refine Matrix.ext fun G K => ?_
    have hq : V (g G - g K) = conj (V (g K - g G)) := by rw [← hV, neg_sub]
    rw [Matrix.conjTranspose_apply]
    change conj ((if K = G then (t (g K) : ℂ) else 0) + V (g K - g G))
      = (if G = K then (t (g G) : ℂ) else 0) + V (g G - g K)
    rw [map_add, hq]
    congr 1
    by_cases h : G = K
    · simp [h]
    · simp [h, Ne.symm h]
  refine ((real_symmetric_iff hσ).2 _ hherm).2 fun G K => ?_
  have hq : V (g (σ G) - g (σ K)) = conj (V (g G - g K)) := by
    rw [← hV, hg, hg]
    congr 1
    abel
  change (if σ G = σ K then (t (g (σ G)) : ℂ) else 0) + V (g (σ G) - g (σ K))
    = conj ((if G = K then (t (g G) : ℂ) else 0) + V (g G - g K))
  rw [map_add, hq]
  congr 1
  by_cases h : G = K
  · simp [h, hg, ht]
  · simp [h, hσ.injective.eq_iff]

end GammaPointRealBasis
```

```lean
#print axioms GammaPointRealBasis.realBasis_planeWave
-- 'GammaPointRealBasis.realBasis_planeWave' depends on axioms: [propext, Classical.choice, Quot.sound]
#print axioms GammaPointRealBasis.transform_eq_re_sub_im
-- 'GammaPointRealBasis.transform_eq_re_sub_im' depends on axioms: [propext, Classical.choice, Quot.sound]
#print axioms GammaPointRealBasis.planeWaveHamiltonian_real_symmetric
-- 'GammaPointRealBasis.planeWaveHamiltonian_real_symmetric' depends on axioms: [propext, Classical.choice, Quot.sound]
```

## From matrix products to the equivalence

`realBasis_planeWave` is the calculation of the columns. Its function `θ` plays the part of G·r at one fixed point r, and all it has to do is change sign under `σ`. The sum over G picks out the two nonzero coefficients, Euler's formula is applied to each exponential, and `linear_combination` uses i² = −1 to finish.

`mul_realBasis_apply` records what multiplication by U from the right does: it combines the columns K and −K with weights a and b. `transform_apply` then derives the formula with four matrix elements. The facts `ha` and `hb` are conj a = b and conj b = a. The left product is obtained from the right one through the identity U†H = (H†U)†, so the sum over plane waves is evaluated only once. The closing `linear_combination` carries out the products ab, a² and b². Neither lemma needs `σ` to be an involution.

`realBasis_unitary` inserts H = 1 into that formula. Its facts `e1` and `e2` are the two identities for δ: the first uses that `σ` is injective, the second that it is its own inverse.

`transform_real_iff` contains the equivalence for an arbitrary complex matrix. The fact `key` is the expression for Im M(G,K). In the forward direction, `h1` to `h4` are the equations at (G,K), (−G,−K), (G,−K) and (−G,K), and the rewrites with `hσ` replace −(−G) by G. `Complex.ext` splits the goal into real and imaginary parts, and `linarith` finds the sum or difference used above. In the backward direction, the two facts are the imaginary part of the symmetry at (G,K) and its real part at (−G,K).

`real_symmetric_iff` adds Hermiticity. From left to right, a matrix that comes from a real `R` has vanishing imaginary parts, so the previous theorem applies. From right to left, `R` is taken to be the entrywise real part of U†HU. The fact `hM` says that U†HU is Hermitian, which makes `R` symmetric, and the vanishing imaginary parts show that nothing was lost in passing to `R`.

`transform_eq_re_sub_im` substitutes the symmetry into the formula with four elements and compares real and imaginary parts.

In `planeWaveHamiltonian_real_symmetric`, the fact `hherm` is Hermiticity, and the rest verifies the conjugation symmetry before calling the main theorem. Both parts treat the potential through `hV` and the diagonal term by distinguishing G = K from G ≠ K. Evenness of the kinetic energy enters only in the second part, on the diagonal.
